# The tangent-mapped midpoint rule for a product of two different Lorentzians: exact value and error

## A frequency integral replaced by a finite sum

With retardation neglected, the leading dispersion energy of two well-separated atoms in their ground states is \(-C_6/R^6\) at separation \(R\), and \(C_6\) can be written as an integral over imaginary frequency. The theorems below concern one quadrature rule for such an integral. Here the rule is an explicit finite sum, with the Jacobian of the change of variable included in the weights. In atomic units, for spherical atoms A and B,

\[
C_6=\frac{3}{\pi}\int_0^\infty \alpha_A(iu)\,\alpha_B(iu)\,du ,
\]

where \(\alpha(iu)\) is the dipole polarizability at imaginary frequency \(iu\). If each atom is a single oscillator with excitation frequency \(w\) or \(v\), then \(\alpha_A(iu)=\alpha_A(0)\,w^2/(w^2+u^2)\), and likewise for B with \(v\). The integrand is even, so up to a known prefactor the task is to integrate

\[
f(u)=\frac{1}{(w^2+u^2)(v^2+u^2)}
\]

over the whole real line.

Set \(u=s\tan\theta\) with a frequency scale \(s>0\), and divide \((-\pi/2,\pi/2)\) into \(N\) equal cells with midpoints \(\theta_k\):

\[
\theta_k=-\frac{\pi}{2}+\frac{(k+\tfrac12)\pi}{N},\qquad
Q_N[f]=\sum_{k=0}^{N-1}\frac{\pi}{N}\,f(s\tan\theta_k)\,\frac{s}{\cos^2\theta_k}.
\]

## What the theorems say

For a frequency \(x>0\), define

\[
r_x=\frac{x-s}{x+s},\qquad t(x)=\frac{1-r_x^N}{1+r_x^N}.
\]

The theorem `midpointRule_two_poles` says that for positive real \(s,w,v\) with \(w\neq v\), and every natural number \(N\),

\[
Q_N[f]=\frac{\pi}{v^2-w^2}\left(\frac{t(w)}{w}-\frac{t(v)}{v}\right).
\]

The theorem `midpointRule_error` gives the difference from the true integral:

\[
Q_N[f]-\int_{-\infty}^{\infty}f\,du=\frac{2\pi}{v^2-w^2}\left(\frac{r_v^N}{(1+r_v^N)\,v}-\frac{r_w^N}{(1+r_w^N)\,w}\right).
\]

In Lean, `node N k` is \(\theta_k\), `midpointRule s N f` is \(Q_N[f]\), `ratio s x` is \(r_x\) and `factor s N x` is \(t(x)\). The sum over `range N` runs from \(k=0\) to \(N-1\). For \(N=0\) it is empty, and the first identity reads \(0=0\). The letters `w` and `v` are both frequencies, while `ω` in the code is a root of unity. The code calls such a frequency a pole because the one-oscillator polarizability diverges at that real frequency; as functions of \(u\), the two Lorentzians have their poles at \(\pm iw\) and \(\pm iv\).

The condition \(w\neq v\) excludes a pair of identical atoms, for which the right-hand sides become \(0/0\) and would have to be replaced by their limits. The step from these theorems to real atoms is the one-oscillator form of \(\alpha(iu)\): a real polarizability has many excitations and a continuum. Within that two-frequency model, the error formula shows how the number of grid points and the scale \(s\) affect a computed \(C_6\).

## From one Lorentzian to a sum over roots of unity

Take a single pole first. With its Jacobian, the integrand is

\[
\frac{1}{x^2+s^2\tan^2\theta}\,\frac{s}{\cos^2\theta}=\frac{s}{D},\qquad D=x^2\cos^2\theta+s^2\sin^2\theta .
\]

Put \(q=1+r_xe^{2i\theta}\). Then

\[
(x+s)^2|q|^2=(x+s)^2+(x-s)^2+2(x^2-s^2)\cos2\theta=4D,
\]

and, since \(|q|^2=1+2r_x\cos2\theta+r_x^2\),

\[
\operatorname{Re}\left(\frac2q-1\right)=\frac{2\operatorname{Re}q-|q|^2}{|q|^2}=\frac{1-r_x^2}{|q|^2}=\frac{4xs/(x+s)^2}{4D/(x+s)^2}=\frac{xs}{D}.
\]

The weighted integrand is therefore \(\operatorname{Re}(2/q-1)/x\).

Now let \(N\ge1\) and \(\omega=e^{2\pi i/N}\). At the midpoints \(e^{2i\theta_k}=-e^{i\pi/N}\omega^k\), so \(q=1-z\omega^k\) with \(z=r_xe^{i\pi/N}\) and \(z^N=-r_x^N\). Because \((z\omega^k)^N=z^N\), the finite geometric series gives

\[
\sum_{k=0}^{N-1}\frac{1}{1-z\omega^k}
=\frac{1}{1-z^N}\sum_{j=0}^{N-1}z^j\sum_{k=0}^{N-1}\omega^{jk}
=\frac{N}{1-z^N}=\frac{N}{1+r_x^N}.
\]

The inner sum over \(k\) is \(N\) for \(j=0\) and zero for \(0<j<N\). Hence

\[
Q_N\left[\frac{1}{x^2+u^2}\right]=\frac{\pi}{Nx}\left(\frac{2N}{1+r_x^N}-N\right)=\frac{\pi\,t(x)}{x}.
\]

## Two poles and the geometric error

Partial fractions give

\[
f(u)=\frac{1}{v^2-w^2}\left(\frac{1}{w^2+u^2}-\frac{1}{v^2+u^2}\right).
\]

The rule is linear in the integrand, so the two-pole value follows at once. For \(N=1\) the only node is \(\theta_0=0\), and both sides equal \(\pi s/(w^2v^2)\).

The true single-pole integral is \(\int_{-\infty}^{\infty}du/(x^2+u^2)=\pi/x\), so

\[
\int_{-\infty}^{\infty}f\,du=\frac{\pi}{v^2-w^2}\left(\frac1w-\frac1v\right)=\frac{\pi}{wv(w+v)}.
\]

Subtracting this from the rule and writing \(t(x)=1-2r_x^N/(1+r_x^N)\) gives the stated error.

Since \(x\) and \(s\) are positive, \(|r_x|<1\). For \(N\ge1\) this implies \(1+r_x^N\ge1-|r_x|\), and therefore

\[
\left|\frac{r_x^N}{1+r_x^N}\right|\le\frac{|r_x|^N}{1-|r_x|}.
\]

The error thus decays at least as fast as a constant times \(\max(|r_w|,|r_v|)^N\). This last estimate is a short consequence drawn here from the exact error formula and \(|r_x|<1\), which are the statements proved in Lean.

## The Lean source

```lean
import Mathlib

open Finset MeasureTheory
open scoped Real
open Real (sin cos tan)
open Complex (I exp)

namespace DispersionQuadrature

noncomputable section

/-- For `k < N`, the `k`-th midpoint, counted from 0, of `N` equal cells of `(-π/2, π/2)`. -/
def node (N k : ℕ) : ℝ := -(π / 2) + (k + 1 / 2) * π / N

/-- For `s > 0`, the `N`-point midpoint rule in `θ` for the integral of `f` over all frequencies
`u = s tan θ`, with Jacobian `s / cos² θ`. -/
def midpointRule (s : ℝ) (N : ℕ) (f : ℝ → ℝ) : ℝ :=
  ∑ k ∈ range N, π / N * (f (s * tan (node N k)) * (s / cos (node N k) ^ 2))

/-- The ratio `r = (x - s)/(x + s)` of a pole `x` and a scale `s`, for `x + s ≠ 0`. -/
def ratio (s x : ℝ) : ℝ := (x - s) / (x + s)

/-- The factor `t(x) = (1 - r^N)/(1 + r^N)`, for `x + s ≠ 0` and `r^N ≠ -1`. -/
def factor (s : ℝ) (N : ℕ) (x : ℝ) : ℝ := (1 - ratio s x ^ N) / (1 + ratio s x ^ N)

/-- For a positive pole and scale, `|r| < 1`. -/
theorem abs_ratio_lt_one {s x : ℝ} (hs : 0 < s) (hx : 0 < x) : |ratio s x| < 1 := by
  have h : 0 < x + s := by positivity
  rw [ratio, abs_lt, lt_div_iff₀ h, div_lt_iff₀ h]
  constructor <;> linarith

/-- For a positive pole and scale, the denominator `1 + r^N` is positive. -/
theorem one_add_pow_pos {s x : ℝ} (hs : 0 < s) (hx : 0 < x) (N : ℕ) :
    0 < 1 + ratio s x ^ N := by
  rcases Nat.eq_zero_or_pos N with rfl | hN
  · norm_num
  have h := pow_lt_one₀ (abs_nonneg _) (abs_ratio_lt_one hs hx) hN.ne'
  rw [← abs_pow] at h
  linarith [(abs_lt.mp h).1]

/-- Summing `1/(1 - z ω^k)` over the `N`-th roots of unity gives `N/(1 - z^N)`,
provided `z^N ≠ 1`. -/
theorem sum_inv_one_sub_root {N : ℕ} (hN : 0 < N) {ω z : ℂ} (hω : IsPrimitiveRoot ω N)
    (hz : z ^ N ≠ 1) : ∑ k ∈ range N, (1 - z * ω ^ k)⁻¹ = N / (1 - z ^ N) := by
  have hd : 1 - z ^ N ≠ 0 := sub_ne_zero.mpr hz.symm
  -- each term is a finite geometric sum divided by `1 - z ^ N`
  have hk : ∀ k ∈ range N,
      (1 - z * ω ^ k)⁻¹ = (∑ j ∈ range N, (z * ω ^ k) ^ j) / (1 - z ^ N) := by
    intro k _
    have hg := mul_neg_geom_sum (z * ω ^ k) N
    rw [mul_pow, ← pow_mul, mul_comm k N, pow_mul, hω.pow_eq_one, one_pow, mul_one] at hg
    have h1 : 1 - z * ω ^ k ≠ 0 := by
      intro h
      rw [h, zero_mul] at hg
      exact hd hg.symm
    rw [← one_div, div_eq_div_iff h1 hd]
    linear_combination -hg
  rw [sum_congr rfl hk, ← sum_div, sum_comm]
  congr 1
  -- only the zeroth power survives the average over the roots
  rw [sum_eq_single 0]
  · simp
  · intro j hj hj0
    have hne : ω ^ j ≠ 1 := fun h => absurd
      (Nat.le_of_dvd (Nat.pos_of_ne_zero hj0) ((hω.pow_eq_one_iff_dvd j).mp h))
      (not_le_of_gt (mem_range.mp hj))
    have hg := mul_neg_geom_sum (ω ^ j) N
    rw [← pow_mul, mul_comm j N, pow_mul, hω.pow_eq_one, one_pow, sub_self] at hg
    have h0 := (mul_eq_zero.mp hg).resolve_left (sub_ne_zero.mpr hne.symm)
    calc ∑ k ∈ range N, (z * ω ^ k) ^ j = ∑ k ∈ range N, z ^ j * (ω ^ j) ^ k :=
          sum_congr rfl fun k _ => by rw [mul_pow, ← pow_mul, ← pow_mul, mul_comm k j]
      _ = 0 := by rw [← mul_sum, h0, mul_zero]
  · exact fun h => absurd (mem_range.mpr hN) h

/-- For `s, x > 0` and `cos θ > 0`, the pole term times the Jacobian is the real part of
a simple fraction in `exp(2iθ)`. -/
theorem pole_weight {s x θ : ℝ} (hs : 0 < s) (hx : 0 < x) (hc : 0 < cos θ) :
    1 / (x ^ 2 + (s * tan θ) ^ 2) * (s / cos θ ^ 2)
      = (2 * (1 + ratio s x * exp (((2 * θ : ℝ) : ℂ) * I))⁻¹ - 1).re / x := by
  obtain ⟨D, hD⟩ : ∃ D, D = x ^ 2 * cos θ ^ 2 + s ^ 2 * sin θ ^ 2 := ⟨_, rfl⟩
  have hD0 : 0 < D := by rw [hD]; positivity
  have e : x ^ 2 + (s * tan θ) ^ 2 = D / cos θ ^ 2 := by
    rw [hD, Real.tan_eq_sin_div_cos]
    field_simp
  have hq : ∀ q : ℂ, (2 * q⁻¹ - 1).re = 2 * (q.re / Complex.normSq q) - 1 := by
    intro q
    simp [Complex.inv_re]
  have hre : (1 + ratio s x * exp (((2 * θ : ℝ) : ℂ) * I)).re
      = 2 * (s + (x - s) * cos θ ^ 2) / (x + s) := by
    simp only [Complex.add_re, Complex.one_re, Complex.re_ofReal_mul,
      Complex.exp_ofReal_mul_I_re, Real.cos_two_mul, ratio]
    field_simp
    ring
  have him : (1 + ratio s x * exp (((2 * θ : ℝ) : ℂ) * I)).im
      = 2 * (x - s) * (sin θ * cos θ) / (x + s) := by
    simp only [Complex.add_im, Complex.one_im, Complex.im_ofReal_mul,
      Complex.exp_ofReal_mul_I_im, Real.sin_two_mul, ratio]
    ring
  have hn : Complex.normSq (1 + ratio s x * exp (((2 * θ : ℝ) : ℂ) * I))
      = 4 * D / (x + s) / (x + s) := by
    rw [Complex.normSq_apply, hre, him, hD]
    linear_combination 4 / (x + s) / (x + s) * ((x - s) ^ 2 * cos θ ^ 2 - s ^ 2)
      * Real.sin_sq_add_cos_sq θ
  have h : ∀ B, 2 * (2 * B / (x + s) / (4 * D / (x + s) / (x + s))) = B * (x + s) / D := by
    intro B
    field_simp
    ring
  have h' : (s + (x - s) * cos θ ^ 2) * (x + s) - D = s * x := by
    linear_combination -hD - s ^ 2 * Real.sin_sq_add_cos_sq θ
  rw [hq, hn, hre, e, h, div_sub_one hD0.ne', h']
  field_simp

/-- For `s, x > 0` the midpoint rule integrates `1/(x² + u²)` as `π t(x)/x`. -/
theorem midpointRule_single_pole {s x : ℝ} (hs : 0 < s) (hx : 0 < x) (N : ℕ) :
    midpointRule s N (fun u => 1 / (x ^ 2 + u ^ 2)) = π * factor s N x / x := by
  rcases Nat.eq_zero_or_pos N with rfl | hN
  · simp [midpointRule, factor]
  have hNr : (0 : ℝ) < N := by exact_mod_cast hN
  have hNc : (N : ℂ) ≠ 0 := by exact_mod_cast hN.ne'
  have hp := one_add_pow_pos hs hx N
  obtain ⟨z, hzd⟩ : ∃ z : ℂ, z = ratio s x * exp (((π / N : ℝ) : ℂ) * I) := ⟨_, rfl⟩
  have hz : z ^ N = -(ratio s x : ℂ) ^ N := by
    have h : (N : ℂ) * (((π / N : ℝ) : ℂ) * I) = π * I := by
      push_cast
      field_simp
    rw [hzd, mul_pow, ← Complex.exp_nat_mul, h, Complex.exp_pi_mul_I]
    ring
  have hz1 : z ^ N ≠ 1 := by
    rw [hz]
    intro h
    have h' : -ratio s x ^ N = 1 := by exact_mod_cast h
    linarith
  -- the midpoints become rotated roots of unity
  have key : ∀ k ∈ range N,
      π / N * (1 / (x ^ 2 + (s * tan (node N k)) ^ 2) * (s / cos (node N k) ^ 2))
      = π / (N * x) * (2 * (1 - z * exp (2 * π * I / N) ^ k)⁻¹ - 1).re := by
    intro k hk
    have hkN : (k : ℝ) + 1 ≤ N := by exact_mod_cast mem_range.mp hk
    have hc : 0 < cos (node N k) := by
      have h1 : 0 < ((k : ℝ) + 1 / 2) * π / N := by positivity
      have h2 : ((k : ℝ) + 1 / 2) * π / N < π := by
        rw [div_lt_iff₀ hNr]
        nlinarith [Real.pi_pos]
      apply Real.cos_pos_of_mem_Ioo
      constructor <;> unfold node <;> linarith
    have ha : ((2 * node N k : ℝ) : ℂ) * I
        = ((π / N : ℝ) : ℂ) * I + k * (2 * π * I / N) - π * I := by
      unfold node
      push_cast
      ring
    have he : 1 + ratio s x * exp (((2 * node N k : ℝ) : ℂ) * I)
        = 1 - z * exp (2 * π * I / N) ^ k := by
      rw [ha, Complex.exp_sub, Complex.exp_add, Complex.exp_nat_mul, Complex.exp_pi_mul_I, hzd]
      ring
    rw [pole_weight hs hx hc, he]
    ring
  have hfin : 2 * ((N : ℂ) / (1 - -(ratio s x : ℂ) ^ N)) - ∑ _k ∈ range N, (1 : ℂ)
      = ((N * factor s N x : ℝ) : ℂ) := by
    have hc : 1 + (ratio s x : ℂ) ^ N ≠ 0 := by exact_mod_cast hp.ne'
    simp only [factor, sum_const, card_range, nsmul_eq_mul, mul_one, sub_neg_eq_add]
    push_cast
    field_simp
    ring
  calc midpointRule s N (fun u => 1 / (x ^ 2 + u ^ 2)) = _ := sum_congr rfl key
    _ = π / (N * x) * (N * factor s N x) := by
        rw [← mul_sum, ← Complex.re_sum, sum_sub_distrib, ← mul_sum,
          sum_inv_one_sub_root hN (Complex.isPrimitiveRoot_exp N hN.ne') hz1, hz, hfin,
          Complex.ofReal_re]
    _ = π * factor s N x / x := by field_simp

/-- Partial fractions in `u²` for two different positive poles. -/
theorem partial_fraction {w v : ℝ} (hw : 0 < w) (hv : 0 < v) (hne : w ≠ v) (u : ℝ) :
    1 / ((w ^ 2 + u ^ 2) * (v ^ 2 + u ^ 2))
      = (1 / (w ^ 2 + u ^ 2) - 1 / (v ^ 2 + u ^ 2)) / (v ^ 2 - w ^ 2) := by
  have hd : v ^ 2 - w ^ 2 ≠ 0 := by
    rw [show v ^ 2 - w ^ 2 = (v - w) * (v + w) by ring]
    exact mul_ne_zero (sub_ne_zero.mpr hne.symm) (by positivity)
  have ha : w ^ 2 + u ^ 2 ≠ 0 := by positivity
  have hb : v ^ 2 + u ^ 2 ≠ 0 := by positivity
  rw [div_sub_div _ _ ha hb, div_div,
    div_eq_div_iff (mul_ne_zero ha hb) (mul_ne_zero (mul_ne_zero ha hb) hd)]
  ring

/-- For `s, w, v > 0` and `w ≠ v`, the `N`-point midpoint rule integrates
`1/((w² + u²)(v² + u²))` as `π (t(w)/w - t(v)/v)/(v² - w²)`. -/
theorem midpointRule_two_poles {s w v : ℝ} (hs : 0 < s) (hw : 0 < w) (hv : 0 < v)
    (hne : w ≠ v) (N : ℕ) :
    midpointRule s N (fun u => 1 / ((w ^ 2 + u ^ 2) * (v ^ 2 + u ^ 2)))
      = π * (factor s N w / w - factor s N v / v) / (v ^ 2 - w ^ 2) := by
  have h : midpointRule s N (fun u => 1 / ((w ^ 2 + u ^ 2) * (v ^ 2 + u ^ 2)))
      = (midpointRule s N (fun u => 1 / (w ^ 2 + u ^ 2))
        - midpointRule s N (fun u => 1 / (v ^ 2 + u ^ 2))) / (v ^ 2 - w ^ 2) := by
    unfold midpointRule
    rw [← sum_sub_distrib, sum_div]
    refine sum_congr rfl fun k _ => ?_
    beta_reduce
    rw [partial_fraction hw hv hne]
    ring
  rw [h, midpointRule_single_pole hs hw, midpointRule_single_pole hs hv]
  ring

/-- For `x > 0` the function `1/(x² + u²)` is integrable over the real line,
with integral `π/x`. -/
theorem integral_single_pole {x : ℝ} (hx : 0 < x) :
    Integrable (fun u : ℝ => 1 / (x ^ 2 + u ^ 2)) ∧ ∫ u : ℝ, 1 / (x ^ 2 + u ^ 2) = π / x := by
  have e : (fun u : ℝ => 1 / (x ^ 2 + u ^ 2)) = fun u => (x ^ 2)⁻¹ * (1 + (u / x) ^ 2)⁻¹ := by
    funext u
    rw [← mul_inv, one_div]
    congr 1
    field_simp
  rw [e]
  refine ⟨(integrable_inv_one_add_sq.comp_div hx.ne').const_mul _, ?_⟩
  rw [integral_const_mul, Measure.integral_comp_div (fun y : ℝ => (1 + y ^ 2)⁻¹) x,
    integral_univ_inv_one_add_sq, abs_of_pos hx, smul_eq_mul]
  field_simp

/-- For `s, w, v > 0` and `w ≠ v`, the exact quadrature error is a combination of
`r^N/(1 + r^N)` for the two poles. -/
theorem midpointRule_error {s w v : ℝ} (hs : 0 < s) (hw : 0 < w) (hv : 0 < v)
    (hne : w ≠ v) (N : ℕ) :
    midpointRule s N (fun u => 1 / ((w ^ 2 + u ^ 2) * (v ^ 2 + u ^ 2)))
        - ∫ u : ℝ, 1 / ((w ^ 2 + u ^ 2) * (v ^ 2 + u ^ 2))
      = 2 * π / (v ^ 2 - w ^ 2) * (ratio s v ^ N / (1 + ratio s v ^ N) / v
        - ratio s w ^ N / (1 + ratio s w ^ N) / w) := by
  have ht : ∀ x : ℝ, 0 < x →
      factor s N x = 1 - 2 * (ratio s x ^ N / (1 + ratio s x ^ N)) := by
    intro x hx
    have h := (one_add_pow_pos hs hx N).ne'
    rw [factor, div_eq_iff h]
    linear_combination 2 * div_mul_cancel₀ (ratio s x ^ N) h
  rw [midpointRule_two_poles hs hw hv hne, ht w hw, ht v hv]
  simp_rw [partial_fraction hw hv hne]
  rw [integral_div, integral_sub (integral_single_pole hw).1 (integral_single_pole hv).1,
    (integral_single_pole hw).2, (integral_single_pole hv).2]
  ring

end

end DispersionQuadrature
```

```lean
#print axioms DispersionQuadrature.midpointRule_error
-- 'DispersionQuadrature.midpointRule_error' depends on axioms: [propext, Classical.choice, Quot.sound]
```

## How the lemmas carry the calculation

**Denominators.** `abs_ratio_lt_one` clears the positive denominator \(x+s\) and leaves two linear inequalities. `one_add_pow_pos` then shows \(1+r_x^N>0\), treating \(N=0\) separately because there the power is 1.

**The root-of-unity sum.** In `sum_inv_one_sub_root`, the step `hk` rewrites each reciprocal as a finite geometric sum divided by \(1-z^N\). `sum_comm` exchanges the sums over \(k\) and \(j\), and `sum_eq_single 0` keeps only \(j=0\). For the other \(j\), primitivity gives \(\omega^j\neq1\), so the geometric-sum identity forces the sum over \(k\) to vanish.

**The weighted Lorentzian.** `pole_weight` computes the real part, imaginary part and squared modulus of \(q\) in `hre`, `him` and `hn`. The last is \(4D/(x+s)^2\), as above. The remaining algebra takes a slightly different route: it writes \(\operatorname{Re}q=2B/(x+s)\) with \(B=s+(x-s)\cos^2\theta\) (unrelated to atom B), and `h'` verifies \(B(x+s)-D=sx\). This again gives \(\operatorname{Re}(2/q-1)=xs/D\).

**The single-pole rule.** `midpointRule_single_pole` first establishes \(z^N=-r_x^N\) in `hz`. The step `key` checks that every node has positive cosine, applies `pole_weight`, and turns the exponential at the node into a rotated root of unity. The closing `calc` takes the real part outside the sum and inserts the root-of-unity result; `hfin` identifies the outcome as \(N\,t(x)\).

**Two poles.** `partial_fraction` uses \(w\neq v\) to make \(v^2-w^2\) nonzero. `midpointRule_two_poles` applies it term by term inside the finite sum and then uses the single-pole result twice.

**The true integral and the error.** `integral_single_pole` rescales \(u\) by \(x\) and uses Mathlib's integral of \(1/(1+y^2)\). It also proves integrability, which `midpointRule_error` needs in order to split the integral of a difference. In that theorem, `ht` is the rewriting of \(t(x)\) used above, and `ring` completes the subtraction.
